# Romberg quadrature on $[a,b]$ with $a<b$ has strictly positive weights

Let $a<b$. Take the trapezoid sums with $1,2,4,\dots,2^k$ panels on $[a,b]$ and apply $k$ Romberg elimination steps with factors $4,16,\dots,4^k$. The result is a weighted sum of the integrand's values at the $2^k+1$ equidistant nodes, and every weight is strictly positive.

## Noisy samples and subtracted rules

Each elimination step subtracts a coarse value from a multiple of a finer one, so the signs of the final weights are not evident. They matter when the samples carry errors. In thermodynamic integration on such a grid of coupling values, if each ensemble average is off by at most $\varepsilon$, the Romberg free-energy difference shifts by at most $(b-a)\varepsilon$; this covers the sampling errors, not the discretisation error.

## The tableau and its weights

Write $x_i^{(n)}=a+i(b-a)/n$ for the nodes of the grid with $n$ panels, and $T_n$ for the trapezoid sum on it. The tableau is

$$R(0,m)=T_{2^m},\qquad R(k+1,m)=\frac{4^{k+1}R(k,m+1)-R(k,m)}{4^{k+1}-1}.$$

The factor $4^{k+1}$ is chosen to cancel the error term of order $h^{2(k+1)}$ in the panel width $h$ for smooth integrands; the theorems take these factors as given and make no claim about convergence to the integral.

In Lean, $x_i^{(n)}$ is `node a b n i`, $T_n$ is `trapezoid f a b n`, and $R(k,m)$ is `romberg f a b k m`, whose finest grid has $2^{m+k}$ panels. The weight $w(k,m,i)$ of node $i$ on that grid is `weight a b k m i`.

The main theorem, `romberg_positive`, sets $m=0$. It says that one set of weights represents the rule for every function $f:\mathbb R\to\mathbb R$, with no smoothness assumed, and that these weights are positive for $i=0,\dots,2^k$. Arithmetic is exact, so rounding is not modelled.

For $k=0$ the weights are $(b-a)/2$ twice. For $k=1$ they are $\frac{b-a}{6}(1,4,1)$, which is Simpson's rule.

## Derivation by induction

**Weights.** Summing the panel averages gives each interior node the weight $(b-a)/2^m$ and each end node half of that. This is $w(0,m,i)$. Node $j$ of a coarse grid is node $2j$ of the refined one, so an elimination step gives

$$w(k+1,m,i)=\frac{4^{k+1}w(k,m+1,i)-E}{4^{k+1}-1},$$

where $E=w(k,m,i/2)$ for even $i$ and $E=0$ for odd $i$.

**Positivity.** We prove $w(k,m,i)>0$ together with the refinement bound

$$(4^k+2)\,w(k,m,i)\le 6\cdot4^k\,w(k,m+1,2i).$$

For $k=0$ the weights are positive, and halving the panel width halves the weight, so the bound is an equality.

Now assume both statements for $k$ and put $q=4^k\ge1$. At an odd node nothing is subtracted, and the new weight is positive. At an even node $i=2j$ the bound gives

$$4q\,w(k,m+1,2j)\ge\tfrac23(q+2)\,w(k,m,j)\ge 2\,w(k,m,j)>w(k,m,j),$$

so the numerator is positive.

To carry the bound to $k+1$, let $A=w(k,m+1,i)$ and $B=w(k,m+2,2i)$. After the common denominator $4q-1>0$ is removed, the claim reads

$$(4q+2)(4qA-E)\le 24q(4qB-A).$$

The assumption $(q+2)A\le6qB$, multiplied by $16q$, gives $96q^2B\ge16q(q+2)A$. Hence the right side is at least

$$16q(q+2)A-24qA=4q(4q+2)A,$$

and this is at least the left side because $E\ge0$.

**Error bound.** For $f=1$ every trapezoid sum equals $b-a$, and elimination preserves this value, so the weights add up to $b-a$. If $|f-g|\le\varepsilon$ at the nodes, then

$$\Big|\sum_i w_i(f_i-g_i)\Big|\le\sum_i w_i\,\varepsilon=(b-a)\varepsilon,$$

where $w_i=w(k,m,i)$ and $f_i,g_i$ are the samples at node $i$.

## The elimination step in code

The elimination can be run without forming the weights. With `R[m][0]` holding $T_{2^m}$, the step is

`R[m][k+1] = R[m+1][k] + (R[m+1][k] - R[m][k]) / (4**(k+1) - 1)`

To read off a weight, feed in data that are 1 at one node and 0 at the others. For $k=2$, $m=0$ this returns $\frac{b-a}{90}(7,32,12,32,7)$.

## Reversed or collapsed intervals

Without $a<b$ positivity fails already at $k=0$: for $a=1$, $b=0$ both weights are $-\tfrac12$. For $a=b$ the rule does not even determine its weights. Both nodes coincide and the rule returns 0, so the weights $(1,-1)$ represent it as well as $(0,0)$ does.

## The Lean file

```lean
import Mathlib

open Finset

namespace RombergPositivity

noncomputable section

/-- The `i`-th node of the equidistant grid with `n` panels on `[a, b]`. -/
def node (a b : ℝ) (n i : ℕ) : ℝ := a + i * ((b - a) / n)

/-- The trapezoid sum of `f` with `n` equal panels on `[a, b]`. -/
def trapezoid (f : ℝ → ℝ) (a b : ℝ) (n : ℕ) : ℝ :=
  ∑ i ∈ range n, (b - a) / n * ((f (node a b n i) + f (node a b n (i + 1))) / 2)

/-- The Romberg tableau: `k` elimination steps with factors `4, ..., 4 ^ k` applied to the
trapezoid sums with `2 ^ m, ..., 2 ^ (m + k)` panels. -/
def romberg (f : ℝ → ℝ) (a b : ℝ) : ℕ → ℕ → ℝ
  | 0, m => trapezoid f a b (2 ^ m)
  | k + 1, m =>
    (4 ^ (k + 1) * romberg f a b k (m + 1) - romberg f a b k m) / (4 ^ (k + 1) - 1)

/-- The weight of node `i` of the finest grid in the tableau entry `(k, m)`; in an elimination
step the coarse rule contributes only at the even nodes. -/
def weight (a b : ℝ) : ℕ → ℕ → ℕ → ℝ
  | 0, m, i => (b - a) / 2 ^ m * (if i = 0 ∨ i = 2 ^ m then 1 / 2 else 1)
  | k + 1, m, i =>
    (4 ^ (k + 1) * weight a b k (m + 1) i
      - (if i % 2 = 0 then weight a b k m (i / 2) else 0)) / (4 ^ (k + 1) - 1)

/-- Summing panel averages counts interior nodes fully and the two end nodes by one half. -/
theorem panel_sum (g : ℕ → ℝ) (n : ℕ) (hn : n ≠ 0) :
    ∑ i ∈ range n, (g i + g (i + 1)) / 2
      = ∑ i ∈ range (n + 1), (if i = 0 ∨ i = n then 1 / 2 else 1) * g i := by
  have h1 : ∀ N : ℕ, ∑ i ∈ range N, (g i + g (i + 1)) / 2
      = ∑ i ∈ range (N + 1), g i - g 0 / 2 - g N / 2 := by
    intro N
    induction N with
    | zero =>
      simp
      ring
    | succ N ih => rw [sum_range_succ, ih, sum_range_succ _ (N + 1)]; ring
  have h2 : ∀ i, (if i = 0 ∨ i = n then (1 / 2 : ℝ) else 1) * g i
      = g i - (if i = 0 then g i / 2 else 0) - (if i = n then g i / 2 else 0) := by
    intro i
    by_cases h0 : i = 0
    · have h3 : i ≠ n := by omega
      rw [if_pos (Or.inl h0), if_pos h0, if_neg h3]; ring
    · by_cases h3 : i = n
      · rw [if_pos (Or.inr h3), if_neg h0, if_pos h3]; ring
      · rw [if_neg (not_or.2 ⟨h0, h3⟩), if_neg h0, if_neg h3]; ring
  rw [h1, sum_congr rfl (fun i _ => h2 i), sum_sub_distrib, sum_sub_distrib,
    sum_ite_eq', sum_ite_eq', if_pos (mem_range.2 (by omega)), if_pos (mem_range.2 (by omega))]

/-- A sum over the coarse grid is a sum over the even nodes of the refined grid. -/
theorem even_sum (g : ℕ → ℝ) (N : ℕ) :
    ∑ i ∈ range (2 * N + 1), (if i % 2 = 0 then g (i / 2) else 0)
      = ∑ i ∈ range (N + 1), g i := by
  induction N with
  | zero => simp
  | succ n ih =>
    have h1 : ¬ (2 * n + 1) % 2 = 0 := by omega
    have h2 : (2 * n + 1 + 1) % 2 = 0 := by omega
    have h3 : (2 * n + 1 + 1) / 2 = n + 1 := by omega
    rw [show 2 * (n + 1) + 1 = 2 * n + 1 + 1 + 1 by ring, sum_range_succ, sum_range_succ, ih,
      sum_range_succ _ (n + 1), if_neg h1, if_pos h2, h3, add_zero]

/-- Every Romberg tableau entry is the weighted sum of the samples of `f` on its finest grid. -/
theorem romberg_eq_sum (f : ℝ → ℝ) (a b : ℝ) (k : ℕ) : ∀ m, romberg f a b k m
    = ∑ i ∈ range (2 ^ (m + k) + 1), weight a b k m i * f (node a b (2 ^ (m + k)) i) := by
  induction k with
  | zero =>
    intro m
    have h := panel_sum (fun i => f (node a b (2 ^ m) i)) (2 ^ m) (by positivity)
    beta_reduce at h
    simp only [romberg, weight, trapezoid, add_zero]
    rw [← mul_sum, h, mul_sum]
    refine sum_congr rfl fun i _ => ?_
    push_cast
    ring
  | succ k ih =>
    intro m
    have key := even_sum (fun i => weight a b k m i * f (node a b (2 ^ (m + k)) i)) (2 ^ (m + k))
    beta_reduce at key
    have e2 : 2 ^ (m + 1 + k) = 2 * 2 ^ (m + k) := by ring
    rw [romberg, ih (m + 1), ih m, show m + (k + 1) = m + 1 + k by omega, ← key, e2, mul_sum,
      ← sum_sub_distrib, sum_div]
    refine sum_congr rfl fun i _ => ?_
    simp only [weight]
    by_cases h : i % 2 = 0
    · -- an even fine node coincides with a coarse node
      obtain ⟨j, rfl⟩ : ∃ j, i = 2 * j := ⟨i / 2, by omega⟩
      have hn : node a b (2 * 2 ^ (m + k)) (2 * j) = node a b (2 ^ (m + k)) j := by
        unfold node
        push_cast
        ring
      rw [if_pos h, if_pos h, show 2 * j / 2 = j by omega, hn]
      ring
    · rw [if_neg h, if_neg h]
      ring

/-- All weights of the tableau are positive, and refining the grid once lowers the weight of a
node at most by the factor `(4 ^ k + 2) / (6 * 4 ^ k)`. -/
theorem weight_bounds {a b : ℝ} (hab : a < b) (k : ℕ) : ∀ m i, 0 < weight a b k m i ∧
    (4 ^ k + 2) * weight a b k m i ≤ 6 * 4 ^ k * weight a b k (m + 1) (2 * i) := by
  induction k with
  | zero =>
    intro m i
    have e : (2 * i = 0 ∨ 2 * i = 2 ^ (m + 1)) ↔ (i = 0 ∨ i = 2 ^ m) := by
      rw [pow_succ]; omega
    have hh : 0 < (b - a) / 2 ^ m := div_pos (sub_pos.2 hab) (by positivity)
    simp only [weight]
    by_cases h : i = 0 ∨ i = 2 ^ m
    · rw [if_pos h, if_pos (e.2 h)]
      exact ⟨mul_pos hh (by norm_num), le_of_eq (by ring)⟩
    · rw [if_neg h, if_neg (fun h' => h (e.1 h'))]
      exact ⟨mul_pos hh (by norm_num), le_of_eq (by ring)⟩
  | succ k ih =>
    intro m i
    obtain ⟨hA, hAB⟩ := ih (m + 1) i
    have hp : (1 : ℝ) ≤ 4 ^ k := one_le_pow₀ (by norm_num)
    have hD : (0 : ℝ) < 4 ^ (k + 1) - 1 := by rw [pow_succ]; linarith
    constructor
    · simp only [weight]
      apply div_pos _ hD
      by_cases h : i % 2 = 0
      · -- the refinement bound keeps the subtracted coarse weight small
        obtain ⟨j, rfl⟩ : ∃ j, i = 2 * j := ⟨i / 2, by omega⟩
        obtain ⟨hj, hjb⟩ := ih m j
        rw [if_pos h, show 2 * j / 2 = j by omega, pow_succ]
        nlinarith [mul_nonneg (sub_nonneg.2 hp) hj.le]
      · rw [if_neg h, sub_zero]
        exact mul_pos (by positivity) hA
    · have hE : 0 ≤ (if i % 2 = 0 then weight a b k m (i / 2) else 0) := by
        split_ifs
        · exact (ih m (i / 2)).1.le
        · exact le_rfl
      simp only [weight]
      rw [if_pos (show 2 * i % 2 = 0 by omega), show 2 * i / 2 = i by omega,
        ← mul_div_assoc, ← mul_div_assoc, div_le_div_iff_of_pos_right hD, pow_succ]
      have h1 := mul_le_mul_of_nonneg_left hAB (show (0 : ℝ) ≤ 16 * 4 ^ k by positivity)
      have h2 := mul_nonneg (show (0 : ℝ) ≤ 4 ^ k * 4 + 2 by positivity) hE
      nlinarith [h1, h2]

/-- **Positivity of Romberg quadrature.** After `k` elimination steps on the trapezoid sums with
`1, 2, ..., 2 ^ k` panels, the rule is a weighted sum over the `2 ^ k + 1` nodes with strictly
positive weights. -/
theorem romberg_positive {a b : ℝ} (hab : a < b) (k : ℕ) :
    (∀ f : ℝ → ℝ, romberg f a b k 0
      = ∑ i ∈ range (2 ^ k + 1), weight a b k 0 i * f (node a b (2 ^ k) i)) ∧
    ∀ i ∈ range (2 ^ k + 1), 0 < weight a b k 0 i := by
  refine ⟨fun f => ?_, fun i _ => (weight_bounds hab k 0 i).1⟩
  have h := romberg_eq_sum f a b k 0
  rwa [zero_add] at h

/-- The weights are unique: any node weights that reproduce the Romberg value of every function
agree with `weight`. -/
theorem weight_unique {a b : ℝ} (hab : a < b) (k m : ℕ) (v : ℕ → ℝ)
    (hv : ∀ f : ℝ → ℝ, romberg f a b k m
      = ∑ i ∈ range (2 ^ (m + k) + 1), v i * f (node a b (2 ^ (m + k)) i)) :
    ∀ i ∈ range (2 ^ (m + k) + 1), v i = weight a b k m i := by
  intro i hi
  have hc : 0 < (b - a) / ((2 ^ (m + k) : ℕ) : ℝ) := div_pos (sub_pos.2 hab) (by positivity)
  -- a function supported at one node picks out one weight
  have pick : ∀ u : ℕ → ℝ, ∑ j ∈ range (2 ^ (m + k) + 1), u j *
      (if node a b (2 ^ (m + k)) j = node a b (2 ^ (m + k)) i then (1 : ℝ) else 0) = u i := by
    intro u
    rw [sum_eq_single i]
    · rw [if_pos rfl, mul_one]
    · intro j _ hj
      rw [if_neg, mul_zero]
      intro h
      unfold node at h
      have h' := mul_right_cancel₀ hc.ne' (add_left_cancel h)
      exact hj (by exact_mod_cast h')
    · intro h
      exact absurd hi h
  have h := (hv (fun x => if x = node a b (2 ^ (m + k)) i then 1 else 0)).symm.trans
    (romberg_eq_sum _ a b k m)
  beta_reduce at h
  rwa [pick, pick] at h

/-- The weights of every tableau entry add up to the length of the interval. -/
theorem weight_sum (a b : ℝ) (k m : ℕ) :
    ∑ i ∈ range (2 ^ (m + k) + 1), weight a b k m i = b - a := by
  have h1 : ∀ k m, romberg (fun _ => 1) a b k m = b - a := by
    intro k
    induction k with
    | zero =>
      intro m
      simp only [romberg, trapezoid, sum_const, card_range, nsmul_eq_mul]
      rw [show ((1 : ℝ) + 1) / 2 = 1 by norm_num, mul_one]
      push_cast
      field_simp
    | succ k ih =>
      intro m
      have hD : (4 : ℝ) ^ (k + 1) - 1 ≠ 0 :=
        (sub_pos.2 (one_lt_pow₀ (by norm_num) (Nat.succ_ne_zero k))).ne'
      rw [romberg, ih, ih, div_eq_iff hD]
      ring
  have h := romberg_eq_sum (fun _ => 1) a b k m
  rw [h1] at h
  simp only [mul_one] at h
  exact h.symm

/-- If two data sets differ by at most `ε` at the nodes, their Romberg values differ by at most
`(b - a) * ε`. -/
theorem romberg_stable {a b : ℝ} (hab : a < b) (k m : ℕ) (f g : ℝ → ℝ) (ε : ℝ)
    (h : ∀ i ∈ range (2 ^ (m + k) + 1),
      |f (node a b (2 ^ (m + k)) i) - g (node a b (2 ^ (m + k)) i)| ≤ ε) :
    |romberg f a b k m - romberg g a b k m| ≤ (b - a) * ε := by
  rw [romberg_eq_sum f, romberg_eq_sum g, ← sum_sub_distrib, ← weight_sum a b k m, sum_mul]
  refine (abs_sum_le_sum_abs _ _).trans (sum_le_sum fun i hi => ?_)
  have hw := (weight_bounds hab k m i).1
  rw [← mul_sub, abs_mul, abs_of_pos hw]
  exact mul_le_mul_of_nonneg_left (h i hi) hw.le

end

end RombergPositivity
```

```lean
#print axioms RombergPositivity.romberg_positive
#print axioms RombergPositivity.weight_unique
#print axioms RombergPositivity.romberg_stable
```

```
'RombergPositivity.romberg_positive' depends on axioms: [propext, Classical.choice, Quot.sound]
'RombergPositivity.weight_unique' depends on axioms: [propext, Classical.choice, Quot.sound]
'RombergPositivity.romberg_stable' depends on axioms: [propext, Classical.choice, Quot.sound]
```

## How the proof follows the derivation

`panel_sum` turns panel averages into node weights, and `even_sum` rewrites a coarse sum as a sum over the even fine nodes. `romberg_eq_sum` combines them by induction on $k$: it puts both tableau entries on the same fine grid and compares the sums term by term, separating even from odd $i$.

`weight_bounds` carries positivity and the refinement bound through one induction. Both are stated for all `m` and `i`, since the step uses neighbouring grid levels. At even nodes, `nlinarith` receives the product $(q-1)\,w(k,m,j)\ge0$ and finds the positivity estimate. For the refinement bound, `h1` is the assumption multiplied by $16q$ and `h2` is $(4q+2)E\ge0$; together they give the inequality derived above.

`romberg_positive` joins representation and positivity at $m=0$. `weight_unique` shows that no other weights on the grid reproduce the rule for every function: its step `pick` tests with a function supported at one node, and $a<b$ keeps the nodes distinct. `weight_sum` evaluates the tableau on the constant function 1, and `romberg_stable` applies the triangle inequality, where positivity allows $|w_i|$ to be replaced by $w_i$.
